# Disc bound on time evolution: the largest amplitude grows at most as exp(μt) when Re A_ii + R_i ≤ μ in every row

Before propagating amplitudes under a Hamiltonian with gain or absorbing terms, one can read a ceiling on their size from the matrix entries, without diagonalising. For $\dot y = Ay$ with a constant matrix $A$, which is $-iH/\hbar$ for a Hamiltonian with matrix $H$ in an orthonormal basis, compute $\mathrm{Re}\,A_{ii} + R_i$ in each row, where $R_i=\sum_{j\ne i}|A_{ij}|$. If no row exceeds a real number $\mu$, the largest modulus among the amplitudes grows by at most a factor $e^{\mu t}$ in a time $t\ge 0$. The rate $\mu$ caps the local gain at a site plus the most that its couplings can feed in.

```lean
import Mathlib

open Filter Topology Matrix
open scoped Matrix.Norms.Operator

namespace DiscBoundEvolution

variable {n : Type*} [Fintype n] [DecidableEq n]
```

The sites or basis states are labelled by a finite type `n`, which is a set of labels and not a number. An amplitude vector is a function `n → ℂ`.

```lean
/-- The deleted absolute row sum `R_i`: the total strength of the couplings in row `i`,
without the diagonal entry. -/
noncomputable def deletedRowSum (A : Matrix n n ℂ) (i : n) : ℝ :=
  ∑ j ∈ Finset.univ.erase i, ‖A i j‖
```

This is $R_i$, the radius of the Gershgorin disc centred at $A_{ii}$. The condition says that every disc lies in the half-plane $\mathrm{Re}\,z\le\mu$. Here the discs control amplitudes at each time, rather than locating eigenvalues.

```lean
/-- The amplitudes `exp(tA) x` at time `t`, evolved from the initial amplitudes `x`. -/
noncomputable def evolve (A : Matrix n n ℂ) (t : ℝ) (x : n → ℂ) : n → ℂ :=
  NormedSpace.exp (t • A) *ᵥ x
```

`evolve A t x` is $y(t)=e^{tA}x$, with $t$ real and `*ᵥ` the matrix-vector product.

```lean
/-- The action of a matrix at site `i` is the diagonal term plus the couplings to all
other sites. -/
theorem mulVec_split (A : Matrix n n ℂ) (x : n → ℂ) (i : n) :
    (A *ᵥ x) i = A i i * x i + ∑ j ∈ Finset.univ.erase i, A i j * x j :=
  (Finset.add_sum_erase Finset.univ (fun j => A i j * x j) (Finset.mem_univ i)).symm
```

Row $i$ splits as $(Ax)_i=A_{ii}x_i+\sum_{j\neq i}A_{ij}x_j$.

```lean
/-- At time zero the amplitudes are the initial ones. -/
theorem evolve_zero (A : Matrix n n ℂ) (x : n → ℂ) : evolve A 0 x = x := by
  simp [evolve]
```

The initial condition is $y(0)=x$.

```lean
/-- The evolved amplitudes solve the linear equation of motion `dy/dt = A y`. -/
theorem hasDerivAt_evolve (A : Matrix n n ℂ) (x : n → ℂ) (t : ℝ) :
    HasDerivAt (fun s : ℝ => evolve A s x) (A *ᵥ evolve A t x) t := by
  have h : HasDerivAt (fun s : ℝ => NormedSpace.exp (s • A))
      (A * NormedSpace.exp (t • A)) t := hasDerivAt_exp_smul_const' A t
  -- applying a matrix to the fixed vector `x` is a linear map of the matrix
  let L : Matrix n n ℂ →ₗ[ℝ] (n → ℂ) :=
    { toFun := fun M => M *ᵥ x
      map_add' := fun M N => Matrix.add_mulVec M N x
      map_smul' := fun c M => Matrix.smul_mulVec c M x }
  have h2 := L.toContinuousLinearMap.hasFDerivAt.comp_hasDerivAt t h
  have e : A *ᵥ evolve A t x = (A * NormedSpace.exp (t • A)) *ᵥ x :=
    Matrix.mulVec_mulVec _ _ _
  rw [e]
  exact h2
```

`HasDerivAt` states that the derivative exists and has the given value: $\dot y(t)=Ay(t)$. The proof differentiates the exponential and applies the result to the fixed vector $x$, which is a linear operation on matrices.

```lean
/-- Backward Euler estimate: if `Re A_ii + R_i ≤ μ` for all `i` and `h ≥ 0`, the largest
modulus among the entries of `x - h A x` is at least `1 - h μ` times that of `x`. -/
theorem backward_step_bound {A : Matrix n n ℂ} {μ h : ℝ}
    (hA : ∀ i, (A i i).re + deletedRowSum A i ≤ μ) (hh : 0 ≤ h) (x : n → ℂ) :
    (1 - h * μ) * ‖x‖ ≤ ‖x - h • (A *ᵥ x)‖ := by
  rcases isEmpty_or_nonempty n with hn | hn
  · obtain rfl : x = 0 := Subsingleton.elim _ _
    simp
  -- look at a site where the amplitude is largest
  obtain ⟨i, hi⟩ := Finite.exists_max (fun j => ‖x j‖)
  have hx : ‖x‖ = ‖x i‖ :=
    le_antisymm ((pi_norm_le_iff_of_nonneg (norm_nonneg _)).2 hi) (norm_le_pi_norm x i)
  have hS : ‖∑ j ∈ Finset.univ.erase i, A i j * x j‖ ≤ deletedRowSum A i * ‖x i‖ := by
    refine (norm_sum_le _ _).trans ?_
    rw [deletedRowSum, Finset.sum_mul]
    refine Finset.sum_le_sum fun j _ => ?_
    rw [norm_mul]
    exact mul_le_mul_of_nonneg_left (hi j) (norm_nonneg _)
  have hD : 1 - h * (A i i).re ≤ ‖1 - (h : ℂ) * A i i‖ := by
    simpa using Complex.re_le_norm (1 - (h : ℂ) * A i i)
  have hent : (x - h • (A *ᵥ x)) i = (1 - (h : ℂ) * A i i) * x i
      - (h : ℂ) * ∑ j ∈ Finset.univ.erase i, A i j * x j := by
    rw [Pi.sub_apply, Pi.smul_apply, Complex.real_smul, mulVec_split]
    ring
  have h0 := norm_le_pi_norm (x - h • (A *ᵥ x)) i
  have h1 := norm_sub_norm_le ((1 - (h : ℂ) * A i i) * x i)
    ((h : ℂ) * ∑ j ∈ Finset.univ.erase i, A i j * x j)
  rw [← hent, norm_mul, norm_mul, Complex.norm_real, Real.norm_of_nonneg hh] at h1
  have h2 := mul_le_mul_of_nonneg_right hD (norm_nonneg (x i))
  have h3 := mul_le_mul_of_nonneg_left hS hh
  have h4 := mul_le_mul_of_nonneg_right (mul_le_mul_of_nonneg_left (hA i) hh)
    (norm_nonneg (x i))
  rw [hx]
  nlinarith [h0, h1, h2, h3, h4]
```

Here `‖x‖` is the largest modulus $\max_i|x_i|$, not the Euclidean norm usual in quantum mechanics, and `h` is a time step, not Planck's constant. Assumptions stand before the colon that closes the list of bracketed arguments, the conclusion after it.

By hand, choose $i$ with $|x_i|=\|x\|$, as `Finite.exists_max` does. Then

$$(x-hAx)_i=(1-hA_{ii})x_i-h\sum_{j\ne i}A_{ij}x_j .$$

The sum has modulus at most $R_i\|x\|$ (`hS`), and $|1-hA_{ii}|\ge 1-h\,\mathrm{Re}\,A_{ii}$ (`hD`). Hence

$$\|x-hAx\|\ge(1-h\,\mathrm{Re}\,A_{ii}-hR_i)\|x\|\ge(1-h\mu)\|x\| .$$

`nlinarith` combines these inequalities. With no sites at all, both sides are zero.

```lean
/-- Disc bound on time evolution: if `Re A_ii + R_i ≤ μ` for all `i`, then for `t ≥ 0` the
largest modulus among the entries of `exp(tA) x` is at most `exp(μ t)` times that of `x`. -/
theorem norm_evolve_le {A : Matrix n n ℂ} {μ t : ℝ}
    (hA : ∀ i, (A i i).re + deletedRowSum A i ≤ μ) (ht : 0 ≤ t) (x : n → ℂ) :
    ‖evolve A t x‖ ≤ Real.exp (μ * t) * ‖x‖ := by
  -- follow the solution backwards from time `t`
  obtain ⟨u, hu⟩ : ∃ u : ℝ → n → ℂ, u = fun s => evolve A (t - s) x := ⟨_, rfl⟩
  have hd : ∀ s, HasDerivAt u (-(A *ᵥ u s)) s := by
    intro s
    rw [hu]
    exact (hasDerivAt_evolve A x (t - s)).comp_const_sub t s
  have hc : Continuous u := continuous_iff_continuousAt.2 fun s => (hd s).continuousAt
  have key := le_gronwallBound_of_liminf_deriv_right_le (f := fun s => -‖u s‖)
    (f' := fun s => μ * ‖u s‖) (δ := -‖u 0‖) (K := -μ) (ε := 0) (a := 0) (b := t)
    hc.norm.neg.continuousOn
    (by
      intro s _ r hr
      have hr' : μ * ‖u s‖ < r := hr
      have hε : 0 < (r - μ * ‖u s‖) / 2 := by linarith
      have ho := (hasDerivAt_iff_isLittleO.1 (hd s)).def hε
      apply Eventually.frequently
      filter_upwards [ho.filter_mono nhdsWithin_le_nhds, self_mem_nhdsWithin] with z hz hzs
      have hpos : 0 < z - s := sub_pos.2 hzs
      rw [Real.norm_of_nonneg hpos.le] at hz
      -- the backward Euler estimate controls the slope of the norm
      have h1 := backward_step_bound hA hpos.le (u s)
      have h2 := norm_sub_le (u z) (u z - u s - (z - s) • (-(A *ᵥ u s)))
      have e : u z - (u z - u s - (z - s) • (-(A *ᵥ u s)))
          = u s - (z - s) • (A *ᵥ u s) := by module
      rw [e] at h2
      change (z - s)⁻¹ * (-‖u z‖ - -‖u s‖) < r
      rw [inv_mul_lt_iff₀ hpos]
      nlinarith [mul_pos hpos hε])
    le_rfl (fun s _ => le_of_eq (by ring)) t ⟨ht, le_rfl⟩
  have hu0 : u 0 = evolve A t x := by rw [hu]; simp
  have hut : u t = x := by rw [hu]; simp [evolve_zero]
  rw [gronwallBound_ε0, hu0, hut, sub_zero] at key
  have hE : Real.exp (μ * t) * Real.exp (-μ * t) = 1 := by
    rw [← Real.exp_add]; simp
  calc ‖evolve A t x‖ = Real.exp (μ * t) * (‖evolve A t x‖ * Real.exp (-μ * t)) := by
        linear_combination (-‖evolve A t x‖) * hE
    _ ≤ Real.exp (μ * t) * ‖x‖ :=
        mul_le_mul_of_nonneg_left (by linarith) (Real.exp_pos _).le
```

This is the main bound, $\|e^{tA}x\|\le e^{\mu t}\|x\|$. Run the solution backwards: $u(s)=y(t-s)$ obeys $\dot u=-Au$, so for a small step $h>0$

$$u(s+h)=u(s)-hAu(s)+o(h),$$
$$\|u(s+h)\|\ge(1-h\mu)\|u(s)\|-o(h).$$

The forward slope of $\|u\|$ is therefore at least $-\mu\|u\|$ in the limit, so $e^{\mu s}\|u(s)\|$ cannot decrease. Comparing $s=0$ with $s=t$ gives $\|y(t)\|\le e^{\mu t}\|x\|$.

Lean applies Grönwall's inequality to $-\|u\|$, because the library lemma bounds slopes from above. In that argument `z - s` is the step $h$, and `ho` makes the $o(h)$ remainder small enough. The closing `calc` multiplies through by $e^{\mu t}$.

```lean
/-- Converse: if the largest modulus grows at most by the factor `exp(μ t)` for all `t ≥ 0`
and all initial amplitudes, then `Re A_ii + R_i ≤ μ` for every `i`. -/
theorem disc_condition_of_growth_bound {A : Matrix n n ℂ} {μ : ℝ}
    (h : ∀ t : ℝ, 0 ≤ t → ∀ x, ‖evolve A t x‖ ≤ Real.exp (μ * t) * ‖x‖) (i : n) :
    (A i i).re + deletedRowSum A i ≤ μ := by
  -- phases chosen so that all couplings feed site `i` constructively
  obtain ⟨x, hxdef⟩ : ∃ x : n → ℂ,
      x = fun j => if j = i then 1 else star (A i j) / (‖A i j‖ : ℂ) := ⟨_, rfl⟩
  have hxi : x i = 1 := by simp [hxdef]
  have hxj : ∀ j, j ≠ i → x j = star (A i j) / (‖A i j‖ : ℂ) := by
    intro j hj
    simp [hxdef, hj]
  have hx : ‖x‖ ≤ 1 := by
    refine (pi_norm_le_iff_of_nonneg zero_le_one).2 fun j => ?_
    by_cases hj : j = i
    · rw [hj, hxi, norm_one]
    · rw [hxj j hj, norm_div, norm_star, Complex.norm_real, norm_norm]
      exact div_self_le_one _
  have hterm : ∀ j ∈ Finset.univ.erase i, A i j * x j = ((‖A i j‖ : ℝ) : ℂ) := by
    intro j hj
    rw [hxj j (Finset.ne_of_mem_erase hj)]
    by_cases h0 : A i j = 0
    · simp [h0]
    · have hne : ((‖A i j‖ : ℝ) : ℂ) ≠ 0 := by exact_mod_cast norm_ne_zero_iff.2 h0
      have hs : A i j * star (A i j) = ((‖A i j‖ : ℝ) : ℂ) ^ 2 := by
        rw [← Complex.ofReal_pow, ← Complex.normSq_eq_norm_sq]
        exact Complex.mul_conj _
      rw [← mul_div_assoc, hs, sq, mul_div_assoc, div_self hne, mul_one]
  have hre : ((A *ᵥ x) i).re = (A i i).re + deletedRowSum A i := by
    rw [mulVec_split, Finset.sum_congr rfl hterm, hxi, mul_one, ← Complex.ofReal_sum,
      Complex.add_re, Complex.ofReal_re, deletedRowSum]
  have hd := hasDerivAt_evolve A x 0
  rw [evolve_zero] at hd
  have hr : HasDerivAt (fun s : ℝ => (evolve A s x i).re) ((A *ᵥ x) i).re 0 :=
    Complex.reCLM.hasFDerivAt.comp_hasDerivAt 0 (hasDerivAt_pi.1 hd i)
  have he : HasDerivAt (fun s : ℝ => Real.exp (μ * s)) μ 0 := by
    simpa using ((hasDerivAt_id' (0 : ℝ)).const_mul μ).exp
  -- both sides of the growth bound agree at time zero, so their slopes are ordered
  have hlim := (he.fun_sub hr).tendsto_slope_zero_right
  have hnn := ge_of_tendsto (b := (0 : ℝ)) hlim (by
    filter_upwards [self_mem_nhdsWithin] with s hs
    have hs' : 0 < s := hs
    simp only [zero_add, smul_eq_mul, evolve_zero, mul_zero, Real.exp_zero, hxi,
      Complex.one_re, sub_self, sub_zero]
    have h1 := Complex.re_le_norm (evolve A s x i)
    have h2 := norm_le_pi_norm (evolve A s x) i
    have h3 := h s hs'.le x
    have h4 := mul_le_mul_of_nonneg_left hx (Real.exp_pos (μ * s)).le
    exact mul_nonneg (inv_nonneg.2 hs'.le) (by linarith))
  linarith
```

The converse shows that no rate below the largest $\mathrm{Re}\,A_{ii}+R_i$ serves for all times and all initial amplitudes: if the growth bound holds for all $t\ge0$ and all $x$, every row satisfies the condition. Here `h` names that assumed bound.

Fix $i$ and choose phases that make all couplings feed site $i$ constructively: $x_i=1$ and, for $j\ne i$, $x_j=\overline{A_{ij}}/|A_{ij}|$, or $0$ where $A_{ij}=0$. Then $\|x\|=1$ and $\mathrm{Re}\,(Ax)_i=\mathrm{Re}\,A_{ii}+R_i$. For $s\geq 0$,

$$\mathrm{Re}\,y_i(s)\le\|y(s)\|\le e^{\mu s}.$$

The outer expressions both equal $1$ at $s=0$, so their slopes there are ordered: $\mathrm{Re}\,A_{ii}+R_i\le\mu$. In Lean, `ge_of_tendsto` passes this inequality to the limit of the difference quotients.

```lean
/-- If `Re A_ii + R_i ≤ μ` for all `i` with a negative rate `μ`, all amplitudes decay to
zero at long times. -/
theorem evolve_tendsto_zero {A : Matrix n n ℂ} {μ : ℝ}
    (hA : ∀ i, (A i i).re + deletedRowSum A i ≤ μ) (hμ : μ < 0) (x : n → ℂ) :
    Tendsto (fun t : ℝ => evolve A t x) atTop (𝓝 0) := by
  have h1 : Tendsto (fun t : ℝ => μ * t) atTop atBot :=
    tendsto_id.const_mul_atTop_of_neg hμ
  have h2 : Tendsto (fun t : ℝ => Real.exp (μ * t) * ‖x‖) atTop (𝓝 0) := by
    simpa using (Real.tendsto_exp_atBot.comp h1).mul_const ‖x‖
  refine squeeze_zero_norm' ?_ h2
  filter_upwards [eventually_ge_atTop (0 : ℝ)] with t ht
  exact norm_evolve_le hA ht x
```

If $\mu<0$, then $e^{\mu t}\|x\|\to0$ squeezes every amplitude to zero. The condition then demands that the loss at each site exceed the sum of its coupling strengths. This is sufficient for decay but not necessary: for $A=-iH/\hbar$, the amplitudes on two sites with a nonzero Hermitian coupling and loss on only one of them also decay.

```lean
/-- For a Hamiltonian `H`, Hermitian or not, with `Im H_ii + R_i ≤ μ` for all `i`, the largest
modulus among the entries of `exp(-iHt) ψ` is at most `exp(μ t)` times that of `ψ`, for
`t ≥ 0` and in units with `ħ = 1`. -/
theorem norm_schrodinger_le {H : Matrix n n ℂ} {μ t : ℝ}
    (hH : ∀ i, (H i i).im + deletedRowSum H i ≤ μ) (ht : 0 ≤ t) (ψ : n → ℂ) :
    ‖evolve ((-Complex.I) • H) t ψ‖ ≤ Real.exp (μ * t) * ‖ψ‖ := by
  refine norm_evolve_le (fun i => ?_) ht ψ
  simpa [deletedRowSum] using hH i

end DiscBoundEvolution
```

For a finite, time-independent Hamiltonian $H$, Hermitian or not, set $A=-iH$ with $\hbar=1$. Since $\mathrm{Re}(-iH_{ii})=\mathrm{Im}\,H_{ii}$ and $|-iH_{ij}|=|H_{ij}|$, the condition becomes $\mathrm{Im}\,H_{ii}+R_i\le\mu$, with $R_i$ now formed from $H$. For Hermitian $H$ the rate $\mu=\max_iR_i$ is allowed when there is at least one site: a single amplitude can grow by interference while the total probability stays fixed. No amplitude can then exceed the Euclidean norm of $\psi$, so for $\mu>0$ the exponential ceiling adds information only while $e^{\mu t}$ times the largest initial modulus is below that norm. For a state that starts on a single site this is never the case. The same is true when absorbing terms $-i\Gamma_i$ with $\Gamma_i\ge0$ are added to the diagonal of a Hermitian $H$, because the total probability then cannot grow.

The step left to the user is the replacement of the physical system by such a finite matrix; the hypotheses say nothing about the truncation error.

```lean
#print axioms DiscBoundEvolution.disc_condition_of_growth_bound
#print axioms DiscBoundEvolution.evolve_tendsto_zero
#print axioms DiscBoundEvolution.norm_schrodinger_le
```

```
'DiscBoundEvolution.disc_condition_of_growth_bound' depends on axioms: [propext, Classical.choice, Quot.sound]
'DiscBoundEvolution.evolve_tendsto_zero' depends on axioms: [propext, Classical.choice, Quot.sound]
'DiscBoundEvolution.norm_schrodinger_le' depends on axioms: [propext, Classical.choice, Quot.sound]
```
